# A site's squared coherences in a fermionic one-particle density matrix sum to at most nᵢ(1 − nᵢ)

In a fermionic one-particle density matrix on finitely many sites, the occupation of a site limits its total coherence with the others. Mathematically, `P` is a finite complex matrix with `0 ≤ P ≤ 1`, and the claim is that the sum of |Pᵢⱼ|² over j ≠ i is at most nᵢ(1 − nᵢ), where nᵢ is the real part of Pᵢᵢ. Neither P² = P nor a fixed particle number is assumed. The attempt writes P − P² as P(1 − P)P + (1 − P)P(1 − P), a sum of positive semidefinite matrices, so its diagonal entries are nonnegative. This bounds the sum of |Pᵢⱼ|² over all j by nᵢ, and splitting off the term j = i should give the result.

An attempt in Lean 4 with a fault in it:

```lean
import Mathlib

open Matrix
open scoped ComplexOrder Kronecker

namespace IntersiteVRing

noncomputable section

/-- Fermionic density matrices: `0 ≤ P ≤ 1`. -/
def IsFermionic {n : Type*} [DecidableEq n] (P : Matrix n n ℂ) : Prop :=
  P.PosSemidef ∧ (1 - P).PosSemidef

/-- If `0 ≤ P ≤ 1`, the squared coherences of site `i` with all other sites add up to at most `n_i
(1 - n_i)`. -/
theorem pauli_sum_rule {n : Type*} [Fintype n] [DecidableEq n] {P : Matrix n n ℂ}
    (hP : IsFermionic P) (i : n) :
    ∑ j ∈ Finset.univ.erase i, ‖P i j‖ ^ 2 ≤ (P i i).re * (1 - (P i i).re) := by
  -- P - P² is a sum of two positive semidefinite matrices
  have hQ : (P - P * P).PosSemidef := by
    have h1 := hP.2.conjTranspose_mul_mul_same P
    have h2 := hP.1.conjTranspose_mul_mul_same (1 - P)
    rw [hP.1.isHermitian.eq] at h1
    rw [hP.2.isHermitian.eq] at h2
    have e : P * (1 - P) * P + (1 - P) * P * (1 - P) = P - P * P := by noncomm_ring
    have h := h1.add h2
    rwa [e] at h
  have hr := (Complex.le_def.mp (hQ.diag_nonneg (i := i))).1
  have hs : ((P * P) i i).re = ∑ j, ‖P i j‖ ^ 2 := by
    rw [Matrix.mul_apply, Complex.re_sum]
    refine Finset.sum_congr rfl fun j _ => ?_
    rw [← hP.1.isHermitian.apply j i, Complex.star_def, Complex.mul_conj, Complex.ofReal_re,
      Complex.normSq_eq_norm_sq]
  rw [Matrix.sub_apply, Complex.sub_re, hs, Complex.zero_re] at hr
  have he := Finset.add_sum_erase Finset.univ (fun j => ‖P i j‖ ^ 2) (Finset.mem_univ i)
  have hn : (P i i).re ^ 2 ≤ ‖P i i‖ ^ 2 := by
    rw [Complex.sq_norm, Complex.normSq_apply]
    nlinarith [mul_self_nonneg (P i i).im]
  simp only at he
  linarith

end

end IntersiteVRing
```

The compiler's answer:

```
Main.lean:39:2: error: `simp` made no progress

Note: The target expression is not type-correct under the `implicit` transparency level, which may have triggered the failure. This is usually caused by unfolding of semireducible definitions in prior tactic steps. Use `set_option linter.tacticCheckInstances true` to investigate the source of the issue.
Full error:
  function expected
    P i
```

The mended proof, as a diff:

```diff
@@ -33,9 +33,9 @@
       Complex.normSq_eq_norm_sq]
   rw [Matrix.sub_apply, Complex.sub_re, hs, Complex.zero_re] at hr
-  have he := Finset.add_sum_erase Finset.univ (fun j => ‖P i j‖ ^ 2) (Finset.mem_univ i)
+  have he : ‖P i i‖ ^ 2 + ∑ j ∈ Finset.univ.erase i, ‖P i j‖ ^ 2 = ∑ j, ‖P i j‖ ^ 2 :=
+    Finset.add_sum_erase Finset.univ (fun j => ‖P i j‖ ^ 2) (Finset.mem_univ i)
   have hn : (P i i).re ^ 2 ≤ ‖P i i‖ ^ 2 := by
     rw [Complex.sq_norm, Complex.normSq_apply]
     nlinarith [mul_self_nonneg (P i i).im]
-  simp only at he
   linarith
 
```

What went wrong. The error is at `simp only at he`. With no lemmas listed, this call was there only to tidy the form of `he`, by turning the function `fun j => ‖P i j‖ ^ 2` applied to `i` into `‖P i i‖ ^ 2`. But Lean had already made that reduction when it inferred the type of `he`. Nothing was left to simplify, and `simp` treats an unchanged hypothesis as an error.

The note about transparency is not the cause here. A `Matrix` is a function of two indices only once its definition is unfolded, so the check behind the note objects to the entry notation `P i j` itself. That does not stop `simp only` from reducing a function applied to an argument, had there been one to reduce.

The cure is to delete the `simp only` call. The repair also writes out the type of `he`, which fixes the form that `linarith` will see without relying on what Lean infers. The equation is the same, and `Finset.add_sum_erase` still proves it.
